# Any M Linear Data of a Nonnegative Grid Spectrum Are Reproduced by at Most M Nonnegative Spikes

After an unregularized positive fit of \(M\) real imaginary-time data, the fitted spectrum can be exchanged for a list of at most \(M\) weighted frequencies without changing the fitted data or the misfit. This holds for any finite frequency grid, however fine. In the analytic continuation of Green's functions on such a grid, the misfit alone therefore cannot favour a broad nonnegative spectrum over every set of at most \(M\) spikes.

## Spectra, data and misfit

Let \(i\) label the grid points and \(a\) the data. A spectrum is a list of real weights \(A_i\), and a real kernel \(K\) turns it into the data

\[
(KA)_a=\sum_i K_{ai}A_i .
\]

In Lean the grid is a finite type `n`, the spectrum is a function `A : n → ℝ`, and the data are `K *ᵥ A`. The frequencies enter only through the entries of \(K\). Each \(A_i\) is the weight carried by a grid point; if a spectral density is used instead, the grid spacing belongs in \(K\). Complex Matsubara data fit this form once real and imaginary parts are counted as separate rows.

```lean
import Mathlib

open Matrix

namespace SpikeSpectra

variable {m n : Type*} [Fintype m] [Fintype n] {M : ℕ}
```

The spikes of \(A\) are the grid points with \(A_i\neq0\). Neighbouring occupied points count separately, so a broad peak on a fine grid has many spikes.

```lean
/-- The spikes of a spectrum: the grid points at which its weight is nonzero. -/
noncomputable def spikes (A : n → ℝ) : Finset n :=
  Finset.univ.filter fun i => A i ≠ 0
```

A misfit is any real function \(\chi\) of the data. One case is \(\chi(y)=\sum_a (y_a-G_a)^2/\sigma_a^2\), with measured values \(G_a\) and errors \(\sigma_a>0\). A spectrum \(A\) is an optimal fit if \(A\ge0\) and \(\chi(KA)\le\chi(KC)\) for every \(C\ge0\) on the same grid. In Lean, `0 ≤ A` means that every weight is nonnegative. Since \(\chi\) sees the spectrum only through \(KA\), an entropy or smoothness term that acts on \(A\) itself does not in general have this form.

```lean
/-- A nonnegative spectrum `A` is an optimal fit for the misfit function `χ` if no nonnegative
spectrum on the same grid has a smaller misfit. -/
def IsOptimalFit (χ : (m → ℝ) → ℝ) (K : Matrix m n ℝ) (A : n → ℝ) : Prop :=
  0 ≤ A ∧ ∀ C : n → ℝ, 0 ≤ C → χ (K *ᵥ A) ≤ χ (K *ᵥ C)
```

## Removing a spike without changing the data

Let \(A\ge0\), and suppose a nonzero change \(v\) satisfies \(Kv=0\) and vanishes wherever \(A\) does. Choose \(w=v\) or \(w=-v\) so that some entry \(w_j\) is positive, and set

\[
t=\min_{i:\,w_i>0}\frac{A_i}{w_i}=\frac{A_k}{w_k},\qquad B=A-t\,w .
\]

The data are unchanged, because \(KB=KA-t\,Kw=KA\). The weights stay nonnegative: if \(w_i\le0\), then \(B_i\ge A_i\ge0\), and if \(w_i>0\), then \(t\le A_i/w_i\) gives \(B_i\ge0\). No new point is occupied, since \(A_i=0\) implies \(w_i=0\). At \(k\) the weight was nonzero and is now \(B_k=A_k-A_k=0\), so at least one spike has gone.

The proof below takes these steps, but checks nonnegativity before the equality of the data. `Finset.exists_min_image` supplies \(k\), the case split on the sign of `w i` gives nonnegativity, and the strict inclusion `spikes B ⊂ spikes A` records the lost spike.

```lean
omit [Fintype m] in
/-- If a nonzero change `v` of a nonnegative spectrum lives on its spikes and is invisible in the
data, then some nonnegative spectrum with the same data occupies strictly fewer of these points. -/
theorem remove_spike (K : Matrix m n ℝ) (A v : n → ℝ) (hA : 0 ≤ A) (hv : K *ᵥ v = 0)
    (hs : ∀ i, A i = 0 → v i = 0) (hne : v ≠ 0) :
    ∃ B : n → ℝ, 0 ≤ B ∧ K *ᵥ B = K *ᵥ A ∧ spikes B ⊂ spikes A := by
  -- choose the sign of the change so that it has a positive entry
  obtain ⟨w, hw, hws, j, hj⟩ : ∃ w : n → ℝ, K *ᵥ w = 0 ∧ (∀ i, A i = 0 → w i = 0) ∧
      ∃ j, 0 < w j := by
    obtain ⟨j, hj⟩ := Function.ne_iff.mp hne
    rcases lt_or_gt_of_ne hj with h | h
    · exact ⟨-v, by rw [Matrix.mulVec_neg, hv, neg_zero], fun i hi => by simp [hs i hi],
        j, by simpa using h⟩
    · exact ⟨v, hv, hs, j, h⟩
  -- the first weight to vanish when `w` is subtracted sits at `k`
  obtain ⟨k, hk, hmin⟩ := Finset.exists_min_image
    (Finset.univ.filter fun i => 0 < w i) (fun i => A i / w i) ⟨j, by simp [hj]⟩
  have hk' : 0 < w k := by simpa using hk
  refine ⟨A - (A k / w k) • w, ?_, ?_, ?_⟩
  · intro i
    have hAi : 0 ≤ A i := hA i
    have ht : 0 ≤ A k / w k := div_nonneg (hA k) hk'.le
    change 0 ≤ A i - A k / w k * w i
    rcases le_or_gt (w i) 0 with h | h
    · nlinarith [mul_nonneg ht (neg_nonneg.2 h)]
    · have h2 : A k / w k ≤ A i / w i := hmin i (by simp [h])
      have h3 := (le_div_iff₀ h).1 h2
      linarith
  · rw [Matrix.mulVec_sub, Matrix.mulVec_smul, hw, smul_zero, sub_zero]
  · refine (Finset.ssubset_iff_of_subset ?_).2 ⟨k, ?_, ?_⟩
    · intro i hi
      simp only [spikes, Finset.mem_filter, Finset.mem_univ, true_and] at hi ⊢
      intro h0
      exact hi (by simp [h0, hws i h0])
    · simp only [spikes, Finset.mem_filter, Finset.mem_univ, true_and]
      intro h0
      exact hk'.ne' (hws k h0)
    · simp [spikes, hk'.ne']
```

## When no invisible change is left

Now suppose that the only change supported on the spikes of \(B\) with \(Kv=0\) is \(v=0\). Let \(s\) be the number of spikes, and let \(E\) extend a list of \(s\) weights by zero to the whole grid. If \(KEg=0\), then \(Eg=0\) by assumption, hence \(g=0\). The map \(g\mapsto KEg\) is therefore injective from \(\mathbb R^s\) into the range of \(K\), and comparing dimensions gives

\[
s\le\operatorname{rank}K .
\]

In the code, `hinj` is this injectivity, with `rangeRestrict` making the range of \(K\) the target space. The dimension comparison is `LinearMap.finrank_le_finrank_of_injective`.

```lean
omit [Fintype m] in
/-- If every nonzero change living on the spikes of `B` is visible in the data, then the number of
spikes is at most the rank of the kernel. -/
theorem card_spikes_le_rank (K : Matrix m n ℝ) (B : n → ℝ)
    (h : ∀ v : n → ℝ, K *ᵥ v = 0 → (∀ i, B i = 0 → v i = 0) → v = 0) :
    (spikes B).card ≤ K.rank := by
  classical
  -- extend weights on the spikes by zero to the whole grid
  let E : (↥(spikes B) → ℝ) →ₗ[ℝ] (n → ℝ) :=
    { toFun := fun g i => if hi : i ∈ spikes B then g ⟨i, hi⟩ else 0
      map_add' := fun f g => by
        ext i
        by_cases hi : i ∈ spikes B <;> simp [hi]
      map_smul' := fun c g => by
        ext i
        by_cases hi : i ∈ spikes B <;> simp [hi] }
  have hinj : Function.Injective (K.mulVecLin.rangeRestrict ∘ₗ E) := by
    refine (injective_iff_map_eq_zero _).2 fun g hg => ?_
    have hK : K *ᵥ E g = 0 := congrArg Subtype.val hg
    have hE : E g = 0 := by
      refine h _ hK fun i hi => ?_
      have hi' : i ∉ spikes B := by simp [spikes, hi]
      exact dif_neg hi'
    funext i
    have h1 : E g i.1 = g i := dif_pos i.2
    rw [← h1, hE]
    rfl
  have hc := LinearMap.finrank_le_finrank_of_injective hinj
  rw [Module.finrank_fintype_fun_eq_card, Fintype.card_coe] at hc
  exact hc
```

## The rank bounds the number of spikes

Start from any \(A\ge0\). If no invisible change lives on its spikes, the last bound applies to \(A\) itself. Otherwise remove a spike and repeat. The number of spikes falls each time, so the process ends at a nonnegative spectrum with the same data, at most \(\operatorname{rank}K\) spikes, and all of them at points that \(A\) already occupied.

Lean expresses the repetition as strong induction on the number of spikes. The two branches of `by_cases` are the two cases above, and the equalities of data and the inclusions of spikes are chained at the end.

```lean
omit [Fintype m] in
/-- The data of a nonnegative spectrum are reproduced exactly by a nonnegative spectrum whose
spikes lie among those of the original and number at most the rank of the kernel. -/
theorem exists_spikes_le_rank (K : Matrix m n ℝ) (A : n → ℝ) (hA : 0 ≤ A) :
    ∃ B : n → ℝ, 0 ≤ B ∧ K *ᵥ B = K *ᵥ A ∧ spikes B ⊆ spikes A ∧
      (spikes B).card ≤ K.rank := by
  induction hN : (spikes A).card using Nat.strong_induction_on generalizing A with
  | _ N ih =>
    by_cases h : ∀ v : n → ℝ, K *ᵥ v = 0 → (∀ i, A i = 0 → v i = 0) → v = 0
    · exact ⟨A, hA, rfl, Finset.Subset.refl _, card_spikes_le_rank K A h⟩
    · -- an invisible change exists: remove a spike and repeat
      push Not at h
      obtain ⟨v, hv, hs, hne⟩ := h
      obtain ⟨B, hB, hKB, hlt⟩ := remove_spike K A v hA hv hs hne
      have hcard : (spikes B).card < N := hN ▸ Finset.card_lt_card hlt
      obtain ⟨C, hC, hKC, hsub, hr⟩ := ih _ hcard B hB rfl
      exact ⟨C, hC, hKC.trans hKB, hsub.trans hlt.1, hr⟩
```

A matrix with \(M\) rows has rank at most \(M\). Writing the row index as `Fin M` turns the rank bound into one that depends only on the number of data.

```lean
/-- For a kernel with `M` rows and any finite grid, the data of a nonnegative spectrum are
reproduced exactly by a nonnegative spectrum with at most `M` spikes. -/
theorem exists_at_most_M_spikes (K : Matrix (Fin M) n ℝ) (A : n → ℝ) (hA : 0 ≤ A) :
    ∃ B : n → ℝ, 0 ≤ B ∧ K *ᵥ B = K *ᵥ A ∧ (spikes B).card ≤ M := by
  obtain ⟨B, hB, hKB, -, hr⟩ := exists_spikes_le_rank K A hA
  exact ⟨B, hB, hKB, by simpa using hr.trans K.rank_le_card_height⟩
```

## Replacing an optimal fit

Let \(A\) be an optimal fit and \(B\) the spectrum just found. For every \(C\ge0\),

\[
\chi(KB)=\chi(KA)\le\chi(KC),
\]

so \(B\) is optimal too. The rewrite `rw [hKB]` is the equality, and `hA.2` is the inequality. The theorem assumes that an optimal fit exists. It does not say that every optimal fit is spiky, and the spike positions can depend on the fit from which one starts.

```lean
/-- For any misfit function of `M` data, an optimal nonnegative fit can be replaced by an optimal
nonnegative fit with the same data and at most `M` spikes. -/
theorem optimal_fit_by_spikes (χ : (Fin M → ℝ) → ℝ) (K : Matrix (Fin M) n ℝ) (A : n → ℝ)
    (hA : IsOptimalFit χ K A) :
    ∃ B : n → ℝ, IsOptimalFit χ K B ∧ K *ᵥ B = K *ᵥ A ∧ (spikes B).card ≤ M := by
  obtain ⟨B, hB, hKB, hc⟩ := exists_at_most_M_spikes K A hA.1
  refine ⟨B, ⟨hB, fun C hC => ?_⟩, hKB, hc⟩
  rw [hKB]
  exact hA.2 C hC
```

## Keeping the total weight

To preserve \(\sum_i A_i\) as well, treat it as one more datum. The enlarged kernel \(K'\) has the rows of \(K\) and a row of ones, so its rank is at most \(M+1\). In Lean its rows are labelled by `Option (Fin M)`: the label `none` is the row of ones, and `some i` is row \(i\) of \(K\), with \(j\) now running over the grid. Reading \(K'B=K'A\) row by row returns the original data and the sum rule.

```lean
/-- The data and the total weight of a nonnegative spectrum are reproduced together by a
nonnegative spectrum with at most `M + 1` spikes. -/
theorem spikes_with_sum_rule (K : Matrix (Fin M) n ℝ) (A : n → ℝ) (hA : 0 ≤ A) :
    ∃ B : n → ℝ, 0 ≤ B ∧ K *ᵥ B = K *ᵥ A ∧ ∑ i, B i = ∑ i, A i ∧
      (spikes B).card ≤ M + 1 := by
  -- the sum rule is one more row of the kernel, filled with ones
  let K' : Matrix (Option (Fin M)) n ℝ := Matrix.of fun o j => o.elim 1 (fun i => K i j)
  obtain ⟨B, hB, hKB, -, hr⟩ := exists_spikes_le_rank K' A hA
  refine ⟨B, hB, ?_, ?_, ?_⟩
  · funext i
    exact congrFun hKB (some i)
  · simpa [K', Matrix.mulVec, dotProduct] using congrFun hKB none
  · simpa using hr.trans K'.rank_le_card_height
```

## Kernels that need all M spikes

Let the grid have exactly \(M\) points, let \(K\) be invertible, and let every \(A_i\) be positive. Then \(KB=KA\) gives

\[
B=K^{-1}KB=K^{-1}KA=A ,
\]

so \(B\) has \(M\) spikes. The identity kernel with all weights equal to one is an example for each \(M\), and so no smaller bound depending on \(M\) alone can hold for all kernels. The hypothesis `IsUnit K.det` expresses invertibility, and \(B\) is not required to be nonnegative.

```lean
/-- For an invertible square kernel and a strictly positive spectrum on `M` grid points, every
spectrum with the same data has exactly `M` spikes. -/
theorem bound_attained (K : Matrix (Fin M) (Fin M) ℝ) (hK : IsUnit K.det)
    (A B : Fin M → ℝ) (hA : ∀ i, 0 < A i) (h : K *ᵥ B = K *ᵥ A) :
    (spikes B).card = M := by
  have hBA : B = A := by
    have h1 := congrArg (fun y => K⁻¹ *ᵥ y) h
    simpa only [Matrix.mulVec_mulVec, Matrix.nonsing_inv_mul K hK, Matrix.one_mulVec] using h1
  have hu : spikes B = Finset.univ := by
    ext i
    simp [spikes, hBA, (hA i).ne']
  rw [hu, Finset.card_univ, Fintype.card_fin]

end SpikeSpectra
```

```lean
#print axioms SpikeSpectra.exists_at_most_M_spikes
-- 'SpikeSpectra.exists_at_most_M_spikes' depends on axioms: [propext, Classical.choice, Quot.sound]
#print axioms SpikeSpectra.optimal_fit_by_spikes
-- 'SpikeSpectra.optimal_fit_by_spikes' depends on axioms: [propext, Classical.choice, Quot.sound]
#print axioms SpikeSpectra.spikes_with_sum_rule
-- 'SpikeSpectra.spikes_with_sum_rule' depends on axioms: [propext, Classical.choice, Quot.sound]
#print axioms SpikeSpectra.bound_attained
-- 'SpikeSpectra.bound_attained' depends on axioms: [propext, Classical.choice, Quot.sound]
```
